# Away from the bath levels, an eigenstate has weight 1/(1 − Σ′(E)) on an orbital coupled to a finite bath

An orbital of real energy eps couples through complex amplitudes V_j to bath levels of real energies d_j. The bath levels do not couple to one another. The label j runs over a finite type `n`, which may be empty. A state ψ is a complex function on `Unit ⊕ n`: its orbital amplitude u is `ψ (Sum.inl ())`, and its bath amplitudes v_j are `ψ (Sum.inr j)`. A bar denotes complex conjugation, written `star` in Lean.

```lean
import Mathlib

open Matrix

namespace QuasiparticleWeight

noncomputable section

variable {n : Type*} [Fintype n]
```

Eliminating the bath will produce the self-energy, a real function of a real energy:

Σ(x) = ∑_j |V_j|² / (x − d_j)

Lean sets division by zero to 0, so the value the definition gives at a coupled bath level has no physical meaning.

```lean
/-- The self-energy of an orbital coupled with amplitudes `V j` to bath levels `d j`,
at the real energy `x`. -/
def selfEnergy (V : n → ℂ) (d : n → ℝ) (x : ℝ) : ℝ :=
  ∑ j, ‖V j‖ ^ 2 / (x - d j)
```

The candidate eigenvector, before normalisation, has the amplitudes

u = 1, v_j = V_j / (E − d_j).

```lean
/-- The unnormalised state with amplitude one on the orbital and `V j / (E - d j)` on
bath level `j`. -/
def dressedState (V : n → ℂ) (d : n → ℝ) (E : ℝ) : Unit ⊕ n → ℂ :=
  Sum.elim (fun _ => 1) (fun j => V j / ((E : ℂ) - (d j : ℂ)))
```

The hops into bath level j and back contribute, besides the propagation factor 1/(E − d_j), the factor V̄_j V_j = |V_j|². Summing over the levels gives

∑_j V̄_j · V_j/(E − d_j) · u = Σ(E) u.

The proof compares the two sums term by term.

```lean
/-- Hopping into the bath, propagating there and hopping back multiplies the orbital
amplitude `u` by the self-energy. -/
theorem hopping_sum (V : n → ℂ) (d : n → ℝ) (E : ℝ) (u : ℂ) :
    ∑ j, star (V j) * (V j / ((E : ℂ) - (d j : ℂ)) * u) = (selfEnergy V d E : ℂ) * u := by
  rw [selfEnergy, Complex.ofReal_sum, Finset.sum_mul]
  refine Finset.sum_congr rfl fun j _ => ?_
  have hV : star (V j) * V j = ((‖V j‖ ^ 2 : ℝ) : ℂ) := by
    rw [← Complex.normSq_eq_norm_sq, mul_comm]
    exact Complex.mul_conj _
  rw [Complex.ofReal_div, ← hV, Complex.ofReal_sub]
  ring
```

Each term of Σ is differentiated by the quotient rule, and the results are added:

Σ′(E) = −∑_j |V_j|² / (E − d_j)²

The hypothesis `hE` keeps every denominator nonzero.

```lean
/-- Away from the bath levels the self-energy is differentiable, with slope
`-∑ |V j|² / (E - d j)²`. -/
theorem selfEnergy_hasDerivAt (V : n → ℂ) (d : n → ℝ) {E : ℝ} (hE : ∀ j, E ≠ d j) :
    HasDerivAt (selfEnergy V d) (-∑ j, ‖V j‖ ^ 2 / (E - d j) ^ 2) E := by
  have h : ∀ j ∈ (Finset.univ : Finset n),
      HasDerivAt (fun x : ℝ => ‖V j‖ ^ 2 / (x - d j)) (-(‖V j‖ ^ 2 / (E - d j) ^ 2)) E := by
    intro j _
    have h1 := (hasDerivAt_const E (‖V j‖ ^ 2)).fun_div
      ((hasDerivAt_id' E).sub_const (d j)) (sub_ne_zero.mpr (hE j))
    exact h1.congr_deriv (by ring)
  have hs := HasDerivAt.fun_sum h
  rw [Finset.sum_neg_distrib] at hs
  exact hs
```

In block form the Hamiltonian is

H = [[eps, V†], [V, diag(d)]],

with V_j in the bath rows and V̄_j in the orbital row.

```lean
variable [DecidableEq n]

/-- The Hamiltonian of one orbital of energy `eps` coupled with amplitudes `V j` to
mutually uncoupled bath levels of energies `d j`. -/
def hamiltonian (eps : ℝ) (V : n → ℂ) (d : n → ℝ) : Matrix (Unit ⊕ n) (Unit ⊕ n) ℂ :=
  Matrix.fromBlocks (Matrix.of fun _ _ => (eps : ℂ)) (Matrix.of fun _ j => star (V j))
    (Matrix.of fun j _ => V j) (Matrix.diagonal fun j => (d j : ℂ))
```

The diagonal entries are real and the off-diagonal blocks are conjugate transposes of each other, so H is Hermitian. The proof checks this block by block. Taking E real therefore loses no eigenvalue.

```lean
omit [Fintype n] in
/-- The Hamiltonian of the orbital and its bath is Hermitian. -/
theorem hamiltonian_isHermitian (eps : ℝ) (V : n → ℂ) (d : n → ℝ) :
    (hamiltonian eps V d).IsHermitian := by
  refine Matrix.IsHermitian.ext fun i j => ?_
  rcases i with a | i <;> rcases j with b | j
  · simp [hamiltonian]
  · simp [hamiltonian]
  · simp [hamiltonian]
  · by_cases h : i = j
    · subst h
      simp [hamiltonian]
    · simp [hamiltonian, h, Ne.symm h]
```

Written out by rows, Hψ = Eψ becomes

eps u + ∑_j V̄_j v_j = E u
V_j u + d_j v_j = E v_j for every j.

The proof computes both kinds of row and reads the equivalence in each direction.

```lean
/-- The stationary Schrödinger equation is equivalent to one equation for the orbital
amplitude and one for each bath amplitude. -/
theorem eigen_iff (eps : ℝ) (V : n → ℂ) (d : n → ℝ) (E : ℝ) (ψ : Unit ⊕ n → ℂ) :
    hamiltonian eps V d *ᵥ ψ = (E : ℂ) • ψ ↔
      (eps : ℂ) * ψ (Sum.inl ()) + ∑ j, star (V j) * ψ (Sum.inr j) = E * ψ (Sum.inl ()) ∧
      ∀ j, V j * ψ (Sum.inl ()) + (d j : ℂ) * ψ (Sum.inr j) = E * ψ (Sum.inr j) := by
  have h0 : (hamiltonian eps V d *ᵥ ψ) (Sum.inl ()) =
      (eps : ℂ) * ψ (Sum.inl ()) + ∑ j, star (V j) * ψ (Sum.inr j) := by
    simp [hamiltonian, Matrix.mulVec, dotProduct, Fintype.sum_sum_type]
  have h1 : ∀ j, (hamiltonian eps V d *ᵥ ψ) (Sum.inr j) =
      V j * ψ (Sum.inl ()) + (d j : ℂ) * ψ (Sum.inr j) := by
    intro j
    simp [hamiltonian, Matrix.mulVec, dotProduct, Fintype.sum_sum_type, Matrix.diagonal_apply]
  constructor
  · intro h
    exact ⟨by rw [← h0, h, Pi.smul_apply, smul_eq_mul],
      fun j => by rw [← h1, h, Pi.smul_apply, smul_eq_mul]⟩
  · rintro ⟨a, b⟩
    ext i
    rw [Pi.smul_apply, smul_eq_mul]
    rcases i with u | j
    · exact h0.trans a
    · exact (h1 j).trans (b j)
```

The bath row rearranges to (E − d_j) v_j = V_j u. If E ≠ d_j, division gives

v_j = V_j u / (E − d_j).

```lean
/-- In an eigenstate whose energy differs from the bath level `d j`, the amplitude on that
level is `V j / (E - d j)` times the orbital amplitude. -/
theorem bath_amplitude {eps : ℝ} {V : n → ℂ} {d : n → ℝ} {E : ℝ} {ψ : Unit ⊕ n → ℂ}
    (h : hamiltonian eps V d *ᵥ ψ = (E : ℂ) • ψ) {j : n} (hE : E ≠ d j) :
    ψ (Sum.inr j) = V j / ((E : ℂ) - (d j : ℂ)) * ψ (Sum.inl ()) := by
  have hne : (E : ℂ) - (d j : ℂ) ≠ 0 := sub_ne_zero.mpr (by exact_mod_cast hE)
  rw [div_mul_eq_mul_div, eq_div_iff hne]
  linear_combination -((eigen_iff eps V d E ψ).1 h).2 j
```

Conversely, suppose that E differs from every d_j and that E = eps + Σ(E). For the dressed state, the orbital row reads eps + Σ(E) = E, and each bath row reads

V_j + d_j V_j/(E − d_j) = E V_j/(E − d_j).

Both hold, so the dressed state is an eigenvector.

```lean
/-- Away from the bath levels, every solution of `E = eps + Σ(E)` makes the dressed state satisfy
the stationary Schrödinger equation with energy `E`. -/
theorem dressedState_eigen {eps : ℝ} {V : n → ℂ} {d : n → ℝ} {E : ℝ}
    (hE : ∀ j, E ≠ d j) (h : E = eps + selfEnergy V d E) :
    hamiltonian eps V d *ᵥ dressedState V d E = (E : ℂ) • dressedState V d E := by
  refine (eigen_iff eps V d E _).2 ⟨?_, fun j => ?_⟩
  · have hs := hopping_sum V d E 1
    simp only [mul_one] at hs
    simp only [dressedState, Sum.elim_inl, Sum.elim_inr, mul_one]
    rw [hs]
    exact_mod_cast h.symm
  · have hne : (E : ℂ) - (d j : ℂ) ≠ 0 := sub_ne_zero.mpr (by exact_mod_cast hE j)
    have hc := div_mul_cancel₀ (V j) hne
    simp only [dressedState, Sum.elim_inl, Sum.elim_inr, mul_one]
    linear_combination -hc
```

For an arbitrary eigenvector whose energy E differs from every d_j, inserting the bath amplitudes in the orbital row gives

(E − eps − Σ(E)) u = 0.

If u were zero, every v_j would vanish too, and so would ψ. Hence u can be cancelled, which leaves the pole equation. The dressed state supplies the other direction; it is nonzero because its orbital amplitude is 1.

```lean
/-- Away from the bath levels, `E` is an eigenvalue of the Hamiltonian exactly when
`E = eps + Σ(E)`. -/
theorem eigenvalue_iff_pole {eps : ℝ} {V : n → ℂ} {d : n → ℝ} {E : ℝ}
    (hE : ∀ j, E ≠ d j) :
    (∃ ψ : Unit ⊕ n → ℂ, ψ ≠ 0 ∧ hamiltonian eps V d *ᵥ ψ = (E : ℂ) • ψ) ↔
      E = eps + selfEnergy V d E := by
  constructor
  · rintro ⟨ψ, hψ, h⟩
    -- without orbital amplitude the whole state would vanish
    have hu : ψ (Sum.inl ()) ≠ 0 := by
      intro h0
      apply hψ
      ext i
      rcases i with u | j
      · exact h0
      · rw [bath_amplitude h (hE j), h0, mul_zero]
        rfl
    -- eliminate the bath from the orbital equation
    have hsum : ∑ j, star (V j) * ψ (Sum.inr j) =
        (selfEnergy V d E : ℂ) * ψ (Sum.inl ()) := by
      rw [← hopping_sum]
      exact Finset.sum_congr rfl fun j _ => by rw [bath_amplitude h (hE j)]
    have h1 := ((eigen_iff eps V d E ψ).1 h).1
    rw [hsum] at h1
    have hc : (E : ℂ) = (eps : ℂ) + (selfEnergy V d E : ℂ) := by
      apply mul_right_cancel₀ hu
      linear_combination -h1
    exact_mod_cast hc
  · intro h
    refine ⟨dressedState V d E, fun h0 => ?_, dressedState_eigen hE h⟩
    have h1 := congrFun h0 (Sum.inl ())
    simp [dressedState] at h1
```

Now let ψ be normalised, ∑_i |ψ_i|² = 1, which is hypothesis `hn`. Then

1 = |u|² + ∑_j |v_j|² = |u|² (1 + ∑_j |V_j|²/(E − d_j)²).

The bracket is positive, so dividing by it gives the orbital weight. The theorem states this together with the pole equation. Its hypothesis `hE` excludes every d_j, including levels with V_j = 0.

```lean
/-- A normalised eigenstate with energy `E` away from the bath levels satisfies
`E = eps + Σ(E)`, and its weight on the orbital is `1 / (1 + ∑ |V j|² / (E - d j)²)`. -/
theorem pole_and_weight {eps : ℝ} {V : n → ℂ} {d : n → ℝ} {E : ℝ} {ψ : Unit ⊕ n → ℂ}
    (hE : ∀ j, E ≠ d j) (h : hamiltonian eps V d *ᵥ ψ = (E : ℂ) • ψ)
    (hn : ∑ i, ‖ψ i‖ ^ 2 = 1) :
    E = eps + ∑ j, ‖V j‖ ^ 2 / (E - d j) ∧
      ‖ψ (Sum.inl ())‖ ^ 2 = 1 / (1 + ∑ j, ‖V j‖ ^ 2 / (E - d j) ^ 2) := by
  constructor
  · refine (eigenvalue_iff_pole hE).1 ⟨ψ, fun h0 => ?_, h⟩
    simp [h0] at hn
  · have hb : ∀ j, ‖ψ (Sum.inr j)‖ ^ 2 =
        ‖V j‖ ^ 2 / (E - d j) ^ 2 * ‖ψ (Sum.inl ())‖ ^ 2 := by
      intro j
      rw [bath_amplitude h (hE j), norm_mul, norm_div, mul_pow, div_pow,
        ← Complex.ofReal_sub, Complex.norm_real, Real.norm_eq_abs, sq_abs]
    -- the norm is the orbital weight times one plus the relative bath weight
    have hu : ‖ψ (Sum.inl ())‖ ^ 2 * (1 + ∑ j, ‖V j‖ ^ 2 / (E - d j) ^ 2) = 1 := by
      refine Eq.trans ?_ hn
      rw [Fintype.sum_sum_type, mul_add, mul_one, Finset.mul_sum]
      exact congrArg₂ (· + ·) (by simp)
        (Finset.sum_congr rfl fun j _ => by rw [hb j, mul_comm])
    have hS : 0 < 1 + ∑ j, ‖V j‖ ^ 2 / (E - d j) ^ 2 := by positivity
    exact eq_div_of_mul_eq hS.ne' hu
```

The sum in the bracket is −Σ′(E), so

|u|² = 1 / (1 − Σ′(E)).

```lean
/-- The orbital weight of a normalised eigenstate away from the bath levels is
`1 / (1 - Σ'(E))`, with the slope of the self-energy taken at the eigenvalue. -/
theorem weight_eq_slope {eps : ℝ} {V : n → ℂ} {d : n → ℝ} {E : ℝ} {ψ : Unit ⊕ n → ℂ}
    (hE : ∀ j, E ≠ d j) (h : hamiltonian eps V d *ᵥ ψ = (E : ℂ) • ψ)
    (hn : ∑ i, ‖ψ i‖ ^ 2 = 1) :
    ‖ψ (Sum.inl ())‖ ^ 2 = 1 / (1 - deriv (selfEnergy V d) E) := by
  rw [(selfEnergy_hasDerivAt V d hE).deriv, sub_neg_eq_add]
  exact (pole_and_weight hE h hn).2
```

At a coupled bath level the situation is different. If E = d_j and V_j ≠ 0, the terms in v_j cancel from its row, leaving V_j u = 0 and hence u = 0. Such an eigenstate can exist only if another bath level has the same energy d_j; otherwise the orbital row makes v_j vanish as well.

```lean
/-- An eigenstate whose energy equals a bath level that is coupled to the orbital has no
amplitude on the orbital. -/
theorem no_weight_at_bath_level {eps : ℝ} {V : n → ℂ} {d : n → ℝ} {ψ : Unit ⊕ n → ℂ}
    {j : n} (hV : V j ≠ 0) (h : hamiltonian eps V d *ᵥ ψ = (d j : ℂ) • ψ) :
    ψ (Sum.inl ()) = 0 := by
  have h1 := ((eigen_iff eps V d (d j) ψ).1 h).2 j
  have h2 : V j * ψ (Sum.inl ()) = 0 := by linear_combination h1
  exact (mul_eq_zero.mp h2).resolve_left hV

end

end QuasiparticleWeight
```

```lean
#print axioms QuasiparticleWeight.hamiltonian_isHermitian
#print axioms QuasiparticleWeight.weight_eq_slope
#print axioms QuasiparticleWeight.no_weight_at_bath_level
```

```
'QuasiparticleWeight.hamiltonian_isHermitian' depends on axioms: [propext, Classical.choice, Quot.sound]
'QuasiparticleWeight.weight_eq_slope' depends on axioms: [propext, Classical.choice, Quot.sound]
'QuasiparticleWeight.no_weight_at_bath_level' depends on axioms: [propext, Classical.choice, Quot.sound]
```

## One bath level in numbers, and a Newton step

Take eps = 0 and a single bath level with d = 3 and V = 2. The pole equation E = 4/(E − 3) becomes E² − 3E − 4 = 0, with roots E = −1 and E = 4. The orbital weights are

E = −1: 1/(1 + 4/16) = 4/5
E = 4: 1/(1 + 4/1) = 1/5.

In code, a Hermitian eigensolver gives the same weights as the squared moduli of the orbital components of its normalised eigenvectors.

The slope factor also appears when the pole equation is solved by Newton's method. If eps is not a bath level, one step from x = eps gives the estimate

E ≈ eps + Z Σ(eps), Z = 1/(1 − Σ′(eps)).

Here Σ(0) = −4/3 and Σ′(0) = −4/9, so Z = 9/13 and E ≈ −12/13, close to the root −1. The estimate can be poor when eps lies close to a coupled bath level. This Z is not yet the weight 4/5, because the slope was taken at eps and not at the eigenvalue. The linearised quasiparticle equation of GW calculations has a similar form, but its self-energy describes interactions, whereas the one here comes from a finite, non-interacting bath. In a GW calculation that starts from Kohn–Sham energies, the orbital's expectation value of the exchange-correlation potential, already contained in its energy, must also be subtracted from that of the GW self-energy.
